# Cardinal B-spline weights of order n ≥ 2 on the integer lattice sum to 1 and have first moment n/2

To ask whether point charges keep their total charge and dipole when they are spread on a grid, one must first decide what the grid is. Here it is the set of all integers on a line, and the grid spacing is the unit of length. A particle at position \(u\) gives node \(k\) the weight \(M_n(u-k)\), where \(M_n\) is the cardinal B-spline of order \(n\). For every \(n\ge 2\) and every real \(u\),

\[
\sum_{k\in\mathbb Z} M_n(u-k)=1,\qquad \sum_{k\in\mathbb Z}(u-k)\,M_n(u-k)=\frac n2 .
\]

The first sum says that no charge is lost. The second says that the spread charge is centred at \(u-n/2\), whatever the position of the particle between the nodes. The smooth variant of the particle-mesh Ewald method spreads charges with these weights, though on a periodic three-dimensional mesh and not on an infinite line.

```lean
import Mathlib

open Finset

namespace CardinalBSpline

noncomputable section
```

## The weights and their recursion

The lowest order used here is the hat function, and each higher order is built from the one below it:

\[
M_2(u)=\max(0,\,1-|u-1|),\qquad
M_n(u)=\frac{u\,M_{n-1}(u)+(n-u)\,M_{n-1}(u-1)}{n-1}\quad(n\ge3).
\]

```lean
/-- The cardinal B-spline `M n` of order `n ≥ 2`: the hat function on `[0, 2]` for `n = 2`, and
the standard recursion above it. Orders 0 and 1 are not used and are set to zero. -/
def M : ℕ → ℝ → ℝ
  | 0, _ => 0
  | 1, _ => 0
  | 2, u => max 0 (1 - |u - 1|)
  | (n + 3), u => (u * M (n + 2) u + ((n : ℝ) + 3 - u) * M (n + 2) (u - 1)) / ((n : ℝ) + 2)
```

In the last line of the definition the Lean variable `n` is the order minus three, so `M (n + 3)` is defined from `M (n + 2)`. The order \(n\) counts as in particle-mesh work: \(M_n\) is piecewise polynomial of degree \(n-1\). Some texts label splines by degree, and some centre them at the origin, which would remove the \(n/2\).

For induction it is convenient to write the step from \(n\) to \(n+1\), with \(n\ge2\):

\[
M_{n+1}(u)=\frac{u\,M_n(u)+(n+1-u)\,M_n(u-1)}{n}.
\]

```lean
/-- The recursion that raises the order of a B-spline from `n ≥ 2` to `n + 1`. -/
theorem M_succ {n : ℕ} (hn : 2 ≤ n) (u : ℝ) :
    M (n + 1) u = (u * M n u + ((n : ℝ) + 1 - u) * M n (u - 1)) / n := by
  obtain ⟨m, rfl⟩ := Nat.exists_eq_add_of_le' hn
  show (u * M (m + 2) u + ((m : ℝ) + 3 - u) * M (m + 2) (u - 1)) / ((m : ℝ) + 2) = _
  push_cast
  ring
```

## Each particle reaches only finitely many nodes

The hat function vanishes when \(|u-1|\ge1\), that is, for \(u\le0\) or \(u\ge2\). Suppose that \(M_n\) vanishes for \(u\le0\) and for \(u\ge n\). If \(u\le0\), then \(u-1\le0\) as well. If \(u\ge n+1\), then both \(u\) and \(u-1\) are at least \(n\). In either case both terms of the recursion are zero, so \(M_{n+1}(u)=0\).

```lean
/-- The B-spline of order `n ≥ 2` vanishes outside the open interval from `0` to `n`. -/
theorem M_eq_zero {n : ℕ} (hn : 2 ≤ n) : ∀ u : ℝ, (u ≤ 0 ∨ (n : ℝ) ≤ u) → M n u = 0 := by
  induction n, hn using Nat.le_induction with
  | base =>
    intro u h
    show max 0 (1 - |u - 1|) = 0
    apply max_eq_left
    rcases h with h | h
    · have := neg_le_abs (u - 1)
      linarith
    · have := le_abs_self (u - 1)
      push_cast at h
      linarith
  | succ n hn ih =>
    intro u h
    push_cast at h
    have h1 : M n u = 0 := ih u (h.imp id (fun h => by linarith))
    have h2 : M n (u - 1) = 0 := ih (u - 1) (h.imp (fun h => by linarith) (fun h => by linarith))
    rw [M_succ hn, h1, h2]
    simp
```

The weights are also non-negative. This is plain for the hat function. For \(0<u<n+1\) the factors \(u\) and \(n+1-u\) in the recursion are positive and multiply non-negative values; elsewhere \(M_{n+1}\) is zero.

```lean
/-- The B-spline weights of order `n ≥ 2` are nowhere negative. -/
theorem M_nonneg {n : ℕ} (hn : 2 ≤ n) : ∀ u : ℝ, 0 ≤ M n u := by
  induction n, hn using Nat.le_induction with
  | base => exact fun u => le_max_left _ _
  | succ n hn ih =>
    intro u
    by_cases h : u ≤ 0 ∨ ((n + 1 : ℕ) : ℝ) ≤ u
    · exact (M_eq_zero (by omega) u h).ge
    · push Not at h
      obtain ⟨h0, h1⟩ := h
      push_cast at h1
      rw [M_succ hn]
      have a := mul_nonneg h0.le (ih u)
      have b := mul_nonneg (sub_nonneg.mpr h1.le) (ih (u - 1))
      exact div_nonneg (add_nonneg a b) (Nat.cast_nonneg n)
```

A positive charge therefore never puts negative charge on a node. The two moment sums do not use this fact, but they do use the finite range. Since \(M_n(u-k)\ne0\) requires \(u-n<k<u\), at most \(n\) nodes receive charge from one particle, and

\[
\sum_{k\in\mathbb Z} g(u-k)\,M_n(u-k)
\]

converges for any function \(g\).

```lean
/-- For order `n ≥ 2`, the lattice sum of the B-spline times any function `g` converges. -/
theorem summable_moment {n : ℕ} (hn : 2 ≤ n) (g : ℝ → ℝ) (u : ℝ) :
    Summable (fun k : ℤ => g (u - k) * M n (u - k)) := by
  refine (hasSum_sum_of_ne_finset_zero (s := Finset.Icc ⌊u - n⌋ ⌈u⌉) ?_).summable
  intro k hk
  have hz : M n (u - k) = 0 := by
    apply M_eq_zero hn
    by_cases h : ⌊u - n⌋ ≤ k
    · left
      have h2 : ⌈u⌉ < k := by
        by_contra h3
        exact hk (Finset.mem_Icc.mpr ⟨h, not_lt.mp h3⟩)
      have h3 : (⌈u⌉ : ℝ) < k := by exact_mod_cast h2
      linarith [Int.le_ceil u]
    · right
      have h3 : (k : ℝ) < ⌊u - n⌋ := by exact_mod_cast not_le.mp h
      linarith [Int.floor_le (u - n)]
  rw [hz, mul_zero]
```

`Summable` states convergence without naming the value. The proof encloses the contributing nodes in the finite interval from `⌊u - n⌋` to `⌈u⌉` and shows that every term outside it is zero.

## Moving the lattice by one node

The recursion contains \(M_n(u-1)\), so sums over \(u-k-1\) will appear. Replacing \(k\) by \(k+1\) maps the integers onto themselves, hence

\[
\sum_{k\in\mathbb Z}F(u-k-1)=\sum_{k\in\mathbb Z}F(u-k)
\]

whenever the right-hand sum converges.

```lean
/-- A lattice sum is unchanged when the lattice is moved by one node. -/
theorem hasSum_shift (F : ℝ → ℝ) {u a : ℝ} (h : HasSum (fun k : ℤ => F (u - k)) a) :
    HasSum (fun k : ℤ => F (u - k - 1)) a := by
  have h' := (Equiv.addRight (1 : ℤ)).hasSum_iff.mpr h
  convert h' using 1
  funext k
  show F (u - k - 1) = F (u - ((k + 1 : ℤ) : ℝ))
  congr 1
  push_cast
  ring
```

`HasSum f a` means that the terms of `f` sum to `a` irrespective of their order. The shift is the bijection `Equiv.addRight 1`, which leaves such a sum unchanged.

## The hat function

Let \(t=u-\lfloor u\rfloor\), so that \(0\le t<1\). Only the nodes \(\lfloor u\rfloor\) and \(\lfloor u\rfloor-1\) can contribute, with weights

\[
M_2(t)=1-(1-t)=t,\qquad M_2(t+1)=1-t .
\]

For any function \(g\) this gives

\[
\sum_{k\in\mathbb Z} g(u-k)M_2(u-k)=g(t)\,t+g(t+1)\,(1-t).
\]

```lean
/-- For the hat function only the nodes `⌊u⌋` and `⌊u⌋ - 1` can contribute to a lattice sum, with
weights `u - ⌊u⌋` and `1 - (u - ⌊u⌋)`. -/
theorem hat_hasSum (g : ℝ → ℝ) (u : ℝ) :
    HasSum (fun k : ℤ => g (u - k) * M 2 (u - k))
      (g (u - ⌊u⌋) * (u - ⌊u⌋) + g (u - ⌊u⌋ + 1) * (1 - (u - ⌊u⌋))) := by
  have l := Int.floor_le u
  have r := Int.lt_floor_add_one u
  have e0 : M 2 (u - ⌊u⌋) = u - ⌊u⌋ := by
    show max 0 (1 - |u - ⌊u⌋ - 1|) = _
    rw [abs_of_nonpos (by linarith), max_eq_right (by linarith)]
    ring
  have e1 : M 2 (u - ⌊u⌋ + 1) = 1 - (u - ⌊u⌋) := by
    show max 0 (1 - |u - ⌊u⌋ + 1 - 1|) = _
    rw [abs_of_nonneg (by linarith), max_eq_right (by linarith)]
    ring
  have h : HasSum (fun k : ℤ => g (u - k) * M 2 (u - k))
      (∑ k ∈ ({⌊u⌋, ⌊u⌋ - 1} : Finset ℤ), g (u - k) * M 2 (u - k)) := by
    apply hasSum_sum_of_ne_finset_zero
    intro k hk
    simp only [Finset.mem_insert, Finset.mem_singleton, not_or] at hk
    have hz : M 2 (u - k) = 0 := by
      apply M_eq_zero le_rfl
      rcases (by omega : ⌊u⌋ + 1 ≤ k ∨ k + 2 ≤ ⌊u⌋) with h | h
      · left
        have h' : (⌊u⌋ : ℝ) + 1 ≤ k := by exact_mod_cast h
        linarith
      · right
        have h' : (k : ℝ) + 2 ≤ ⌊u⌋ := by exact_mod_cast h
        push_cast
        linarith
    rw [hz, mul_zero]
  have e2 : u - ((⌊u⌋ - 1 : ℤ) : ℝ) = u - ⌊u⌋ + 1 := by
    push_cast
    ring
  rw [Finset.sum_pair (by omega), e2, e0, e1] at h
  exact h
```

Once displaced by \(n/2=1\), these two nodes lie at \(\lfloor u\rfloor+1\) and \(\lfloor u\rfloor\), on either side of the particle, and the weights are those of linear interpolation. In the proof, `e0` and `e1` are the two weights, and `hz` shows that all other nodes receive nothing.

## Both moments by one induction

For \(n=2\), the choice \(g(v)=1\) gives \(t+(1-t)=1\), and \(g(v)=v\) gives

\[
t^2+(1+t)(1-t)=1=\frac22 .
\]

Now assume both sums for order \(n\), and write \(v=u-k\). The recursion can be arranged as

\[
n\,M_{n+1}(v)=v\,M_n(v)+n\,M_n(v-1)-(v-1)\,M_n(v-1).
\]

Summed over \(k\), the first and last terms are first moments of the same spline on lattices one node apart. They cancel:

\[
n\sum_k M_{n+1}(u-k)=\frac n2+n-\frac n2=n .
\]

For the first moment, multiply the recursion by \(v\) and use

\[
v\,(n+1-v)=-(v-1)^2+(n-1)(v-1)+n .
\]

This gives

\[
n\,v\,M_{n+1}(v)=v^2M_n(v)-(v-1)^2M_n(v-1)+(n-1)(v-1)M_n(v-1)+n\,M_n(v-1).
\]

Let \(R=\sum_k (u-k)^2M_n(u-k)\). The two second moments are both equal to \(R\), so

\[
n\sum_k (u-k)M_{n+1}(u-k)=R-R+(n-1)\frac n2+n=\frac{n(n+1)}2 ,
\]

and division by \(n\) gives \((n+1)/2\).

```lean
/-- For every order `n ≥ 2` and every real `u`, the B-spline weights on the integer lattice sum to
`1`, and their first moment in the variable `u - k` is `n / 2`. -/
theorem lattice_moments {n : ℕ} (hn : 2 ≤ n) (u : ℝ) :
    HasSum (fun k : ℤ => M n (u - k)) 1 ∧
      HasSum (fun k : ℤ => (u - k) * M n (u - k)) ((n : ℝ) / 2) := by
  induction n, hn using Nat.le_induction with
  | base =>
    constructor
    · convert hat_hasSum (fun _ => 1) u using 1
      · funext k
        ring
      · ring
    · convert hat_hasSum (fun v => v) u using 1
      push_cast
      ring
  | succ n hn ih =>
    obtain ⟨h0, h1⟩ := ih
    have hn0 : (n : ℝ) ≠ 0 := by
      have : n ≠ 0 := by omega
      exact_mod_cast this
    obtain ⟨R, h2⟩ := summable_moment hn (fun v => v ^ 2) u
    have s0 := hasSum_shift (fun v => M n v) h0
    have s1 := hasSum_shift (fun v => v * M n v) h1
    have s2 := hasSum_shift (fun v => v ^ 2 * M n v) h2
    constructor
    · -- the first moments of the two neighbouring splines cancel
      have h : HasSum (fun k : ℤ => ((u - k) * M n (u - k) + n * M n (u - k - 1)
          - (u - k - 1) * M n (u - k - 1)) / n) (((n : ℝ) / 2 + n * 1 - n / 2) / n) :=
        ((h1.add (s0.mul_left (n : ℝ))).sub s1).div_const (n : ℝ)
      convert h using 1
      · funext k
        rw [M_succ hn]
        ring
      · rw [eq_div_iff hn0]
        ring
    · -- the second moments cancel in the same way
      have h : HasSum (fun k : ℤ => ((u - k) ^ 2 * M n (u - k)
          - (u - k - 1) ^ 2 * M n (u - k - 1)
          + ((n : ℝ) - 1) * ((u - k - 1) * M n (u - k - 1)) + n * M n (u - k - 1)) / n)
          ((R - R + ((n : ℝ) - 1) * (n / 2) + n * 1) / n) :=
        (((h2.sub s2).add (s1.mul_left ((n : ℝ) - 1))).add
          (s0.mul_left (n : ℝ))).div_const (n : ℝ)
      convert h using 1
      · funext k
        rw [M_succ hn]
        ring
      · rw [eq_div_iff hn0]
        push_cast
        ring
```

The hypothesis `hn : 2 ≤ n` excludes the two orders that the definition sets to zero. The conjunction `∧` carries both sums through the induction, and each half of the step uses both, although the value of the first moment cancels in the first half. The number `R` comes from `summable_moment`; its value is never needed, only that it is finite. The shifted sums are `s0`, `s1` and `s2`. In each half the statement `h` is the rearranged recursion summed term by term, and `ring` checks that it agrees with the original recursion.

## Spreading charges in a particle-mesh calculation

For \(N\) charges \(q_i\) at positions \(x_i\), the charge on node \(k\) is

\[
Q_k=\sum_{i=1}^{N} q_i\,M_n(x_i-k).
\]

```lean
/-- The charge at grid node `k` when point charges `q i` at positions `x i` are spread with
B-spline weights of order `n`. -/
def gridCharge {N : ℕ} (n : ℕ) (q x : Fin N → ℝ) (k : ℤ) : ℝ :=
  ∑ i, q i * M n (x i - k)
```

`Fin N` labels the particles, from 0 in Lean, and \(Q_k\) is `gridCharge n q x k`. The positions and charges are arbitrary real numbers.

In a smooth particle-mesh Ewald calculation, a fractional coordinate is multiplied by the number of mesh points along its axis to give \(u\). A program can start from the pair \(t\), \(1-t\) and apply the recursion until it holds the \(n\) weights for the nodes \(\lfloor u\rfloor-n+1,\dots,\lfloor u\rfloor\). It does this for each of the three axes, multiplies the weights, and adds the charge to the nodes, with indices taken modulo the mesh size. The theorems treat a single infinite line, so the product over the axes and the folding onto a periodic mesh are left to a separate argument. Total charge survives both: the products of the weights sum to the product of three sums equal to 1, and folding only regroups a finite sum. A dipole computed from folded indices, by contrast, depends on where the cell is cut.

## Linear potentials and displaced nodes

Place the charges in an external potential \(a+bx\), with real constants \(a\) and \(b\), and sample it at \(k+n/2\) instead of \(k\). For one particle, write \(k=x_i-(x_i-k)\) and use the two moments:

\[
\sum_k\Bigl(a+b\bigl(k+\tfrac n2\bigr)\Bigr)M_n(x_i-k)
=a+b\bigl(x_i+\tfrac n2\bigr)-b\,\tfrac n2=a+bx_i .
\]

Multiplication by \(q_i\) and summation over the particles give

\[
\sum_k\Bigl(a+b\bigl(k+\tfrac n2\bigr)\Bigr)Q_k=\sum_i q_i\,(a+bx_i).
\]

```lean
/-- For order `n ≥ 2`, the grid charges in a linear potential `a + b x`, sampled at the nodes
displaced by `n / 2`, have exactly the energy of the original point charges. -/
theorem gridCharge_linear_energy {N n : ℕ} (hn : 2 ≤ n) (q x : Fin N → ℝ) (a b : ℝ) :
    HasSum (fun k : ℤ => (a + b * (k + (n : ℝ) / 2)) * gridCharge n q x k)
      (∑ i, q i * (a + b * x i)) := by
  have h : HasSum (fun k : ℤ => ∑ i, (q i * (a + b * (x i + (n : ℝ) / 2)) * M n (x i - k)
      - q i * b * ((x i - k) * M n (x i - k))))
      (∑ i, (q i * (a + b * (x i + (n : ℝ) / 2)) * 1 - q i * b * ((n : ℝ) / 2))) :=
    hasSum_sum fun i _ => ((lattice_moments hn (x i)).1.mul_left _).sub
      ((lattice_moments hn (x i)).2.mul_left _)
  convert h using 1
  · funext k
    rw [gridCharge, Finset.mul_sum]
    exact Finset.sum_congr rfl fun i _ => by ring
  · exact Finset.sum_congr rfl fun i _ => by ring
```

The energy here is that of the charges in the external potential, without their mutual interaction. With \(a=1\) and \(b=0\) the statement is conservation of total charge. In the proof, `hasSum_sum` interchanges the finite sum over particles with the lattice sum. The result concerns linear potentials only; the potential of other charges is curved, and its interpolation generally has an error.

## The undisplaced dipole and neutrality

Setting \(a=-n/2\) and \(b=1\) makes the sampled potential equal to \(k\), so that

\[
\sum_k k\,Q_k=\sum_i q_i x_i-\frac n2\sum_i q_i .
\]

Since \(n\ne0\), the grid dipole equals the true dipole exactly when \(\sum_i q_i=0\).

```lean
/-- For order `n ≥ 2`, the dipole of the grid charges, taken with the undisplaced node positions,
equals the dipole of the point charges if and only if the total charge is zero. -/
theorem gridCharge_dipole_iff_neutral {N n : ℕ} (hn : 2 ≤ n) (q x : Fin N → ℝ) :
    HasSum (fun k : ℤ => (k : ℝ) * gridCharge n q x k) (∑ i, q i * x i) ↔ ∑ i, q i = 0 := by
  have hn0 : (n : ℝ) ≠ 0 := by
    have : n ≠ 0 := by omega
    exact_mod_cast this
  -- the grid dipole is off by `n / 2` times the total charge
  have h : HasSum (fun k : ℤ => (k : ℝ) * gridCharge n q x k)
      (∑ i, q i * x i - (n : ℝ) / 2 * ∑ i, q i) := by
    convert gridCharge_linear_energy hn q x (-((n : ℝ) / 2)) 1 using 1
    · funext k
      ring
    · rw [Finset.mul_sum, ← Finset.sum_sub_distrib]
      exact Finset.sum_congr rfl fun i _ => by ring
  constructor
  · intro h'
    have e := h'.unique h
    have e' : (n : ℝ) * ∑ i, q i = 0 := by linarith
    exact (mul_eq_zero.mp e').resolve_left hn0
  · intro hq
    rw [hq, mul_zero, sub_zero] at h
    exact h

end

end CardinalBSpline
```

The left side of `↔` says that the grid dipole sums to the true one. As the sum always converges, this can fail only through a different value. The forward direction compares the two values by uniqueness of the sum; the reverse direction removes the correction term.

## Two charges at order 3

Take \(n=3\) and a charge \(+1\) at \(x=2.4\). The nodes 0, 1 and 2 receive

\[
M_3(2.4)=\frac{0.6\cdot0.6}{2}=0.18,\quad
M_3(1.4)=\frac{1.4\cdot0.6+1.6\cdot0.4}{2}=0.74,\quad
M_3(0.4)=\frac{0.4\cdot0.4}{2}=0.08 .
\]

They add up to 1, and the first moment is \(2.4\cdot0.18+1.4\cdot0.74+0.4\cdot0.08=1.5\), which is \(n/2\). The grid dipole is \(0.74+2\cdot0.08=0.90\), less than the true value 2.4 by 1.5.

Now add a charge \(-1\) at \(x=4\). It puts \(-0.5\) on each of the nodes 2 and 3, with dipole \(-2.5\). The pair is neutral, and its grid dipole \(0.90-2.5=-1.6\) agrees with the true dipole \(2.4-4=-1.6\).

```lean
#print axioms CardinalBSpline.M_nonneg
#print axioms CardinalBSpline.lattice_moments
#print axioms CardinalBSpline.gridCharge_dipole_iff_neutral
```

```
'CardinalBSpline.M_nonneg' depends on axioms: [propext, Classical.choice, Quot.sound]
'CardinalBSpline.lattice_moments' depends on axioms: [propext, Classical.choice, Quot.sound]
'CardinalBSpline.gridCharge_dipole_iff_neutral' depends on axioms: [propext, Classical.choice, Quot.sound]
```
